# Eigenvalue pressure −dε/dL for plane waves with one ultrasoft Gaussian projector

**Q:** Take one plane wave with wave number k = 0 in a cell of length L. A projector of weight w = A/L, strength D and overlap charge q gives it the energy

ε = Dw/(1 + qw) = DA/(L + qA).

If I differentiate only the Hamiltonian, I get the pressure DA/(L(L + qA)). Differentiating ε gives DA/(L + qA)². What did I miss?

**A:** The overlap 1 + qw changes with L too. Its effect is to replace D by D − εq = DL/(L + qA), which turns your first answer into the second.

**Q:** And for k ≠ 0? What does the file take as the model?

**A:** The wave number is k = κ/L with κ fixed, and the weight becomes w = (A/L) exp(−s²k²). The factor 1/L comes from normalizing the plane wave in the cell, A is the square of the projector's integral over space, and s is the width of its real-space shape exp(−x²/(2s²)). Kinetic energy is k²/2 in atomic units.

```lean
import Mathlib

open Filter Topology

namespace UltrasoftStress

noncomputable section

/-- Wave number `κ / L` of a plane wave in a cell of length `L ≠ 0`. -/
def waveNumber (κ L : ℝ) : ℝ := κ / L

/-- Gaussian projector weight `(A / L) exp (-s² k²)` of a plane wave, for `L ≠ 0`. -/
def weight (A s κ L : ℝ) : ℝ := A / L * Real.exp (-(s ^ 2 * waveNumber κ L ^ 2))

/-- Projector amplitude of a plane wave, the square root of its weight, for `A, L > 0`. -/
def projector (A s κ L : ℝ) : ℝ := √(weight A s κ L)

/-- Ultrasoft energy of one plane wave, for `L ≠ 0` and nonzero overlap `1 + q w`. -/
def energy (A s κ D q L : ℝ) : ℝ :=
  (waveNumber κ L ^ 2 / 2 + D * weight A s κ L) / (1 + q * weight A s κ L)
```

The amplitude β = √w is `projector`, and `energy` is ε = (k²/2 + Dw)/(1 + qw).

**Q:** That quotient could be any function. Where is the quantum mechanics?

**A:** In the generalized eigenvalue equation. For real coefficients cᵢ, kinetic energies tᵢ, eigenvalue e and projection b = ∑ βᵢcᵢ, `IsState` says, for every i,

tᵢcᵢ + Dβᵢb = e(cᵢ + qβᵢb).

```lean
/-- Projection of a state with coefficients `c` onto the projector `β`. -/
def projection {ι : Type*} [Fintype ι] (β c : ι → ℝ) : ℝ := ∑ i, β i * c i

/-- The generalized eigenvalue equation `H c = e S c`, with kinetic energies `t`,
`H = t + D |β⟩⟨β|` and `S = 1 + q |β⟩⟨β|`. -/
def IsState {ι : Type*} [Fintype ι] (D q e : ℝ) (t β c : ι → ℝ) : Prop :=
  ∀ i, t i * c i + D * β i * projection β c = e * (c i + q * β i * projection β c)
```

**Q:** Derive the one-wave pressure, then.

**A:** With a prime for d/dL, k′ = −k/L, so

(k²)′ = −2k²/L,
w′ = −w/L + w · 2s²k²/L = −(w/L)(1 − 2s²k²).

```lean
theorem weight_pos {A L : ℝ} (s κ : ℝ) (hA : 0 < A) (hL : 0 < L) :
    0 < weight A s κ L := by
  unfold weight
  positivity

/-- Rate of change of the squared wave number with the cell length. -/
theorem hasDerivAt_waveNumber_sq (κ : ℝ) {L : ℝ} (hL : L ≠ 0) :
    HasDerivAt (fun x => waveNumber κ x ^ 2) (-2 * waveNumber κ L ^ 2 / L) L := by
  have hk : HasDerivAt (fun x => waveNumber κ x) (-(waveNumber κ L) / L) L :=
    ((hasDerivAt_const L κ).fun_div (hasDerivAt_id' L) hL).congr_deriv
      (by unfold waveNumber; ring)
  have h := hk.fun_mul hk
  simp only [← pow_two] at h
  exact h.congr_deriv (by ring)

/-- Rate of change of the Gaussian projector weight with the cell length. -/
theorem hasDerivAt_weight (A s κ : ℝ) {L : ℝ} (hL : L ≠ 0) :
    HasDerivAt (fun x => weight A s κ x)
      (-(weight A s κ L / L) * (1 - 2 * s ^ 2 * waveNumber κ L ^ 2)) L := by
  have h1 : HasDerivAt (fun x => A / x) (-(A / L) / L) L :=
    ((hasDerivAt_const L A).fun_div (hasDerivAt_id' L) hL).congr_deriv (by ring)
  have h2 := (((hasDerivAt_waveNumber_sq κ hL).const_mul (s ^ 2)).fun_neg).exp
  exact (h1.fun_mul h2).congr_deriv (by unfold weight; ring)
```

The quotient rule gives

ε′ = [(k²/2 + Dw)′ − ε(1 + qw)′]/(1 + qw) = [−k²/L + (D − εq)w′]/(1 + qw),

and hence

−ε′ = [k² + (D − εq)w(1 − 2s²k²)]/(L(1 + qw)).

In Lean, `HasDerivAt` states that the derivative exists and has this value. The proof applies the same rules; `field_simp` and `ring` then match the two forms.

```lean
/-- The pressure `-dε/dL` of one plane wave with an ultrasoft Gaussian projector. -/
theorem pressure_one_wave {A L q : ℝ} (s κ D : ℝ) (hA : 0 < A) (hL : 0 < L) (hq : 0 ≤ q) :
    HasDerivAt (fun x => -energy A s κ D q x)
      ((waveNumber κ L ^ 2 + (D - energy A s κ D q L * q) * weight A s κ L *
        (1 - 2 * s ^ 2 * waveNumber κ L ^ 2)) / (L * (1 + q * weight A s κ L))) L := by
  have hw := weight_pos s κ hA hL
  have hS : 1 + q * weight A s κ L ≠ 0 := by positivity
  have dw := hasDerivAt_weight A s κ hL.ne'
  have dN := ((hasDerivAt_waveNumber_sq κ hL.ne').div_const 2).fun_add (dw.const_mul D)
  have h := (dN.fun_div ((dw.const_mul q).const_add 1) hS).fun_neg
  refine h.congr_deriv ?_
  unfold energy
  generalize weight A s κ L = w at *
  field_simp
  ring
```

**Q:** Why require q ≥ 0?

**A:** With A, L > 0 it keeps the overlap positive, as a norm must be. It is sufficient, not necessary: ultrasoft potentials can have a negative q, and the one-wave derivation above still holds while 1 + qw > 0. Some condition is needed, though: take κ = 0, A = D = 1 and q = −1: then ε = 1/(L − 1), which has no derivative at L = 1.

**Q:** Could leaving out −εq go unnoticed in a test?

**A:** Yes. For one wave the pressure is still exactly right if q = 0, ε = 0 or 2s²k² = 1, and in no other case; a test with a tolerance can also miss the error when it is merely small, as for a tiny w. The proof subtracts the two numerators, leaving εqw(1 − 2s²k²) = 0 with w > 0.

```lean
/-- Leaving the overlap term `-ε q` out of the one-wave formula gives the true pressure
exactly when `q = 0`, `ε = 0` or `2 s² k² = 1`. -/
theorem pressure_without_overlap_iff {A L q : ℝ} (s κ D : ℝ)
    (hA : 0 < A) (hL : 0 < L) (hq : 0 ≤ q) :
    deriv (fun x => -energy A s κ D q x) L =
      (waveNumber κ L ^ 2 + D * weight A s κ L * (1 - 2 * s ^ 2 * waveNumber κ L ^ 2)) /
        (L * (1 + q * weight A s κ L)) ↔
      q = 0 ∨ energy A s κ D q L = 0 ∨ 2 * s ^ 2 * waveNumber κ L ^ 2 = 1 := by
  have hw := weight_pos s κ hA hL
  have hS : L * (1 + q * weight A s κ L) ≠ 0 := by positivity
  rw [(pressure_one_wave s κ D hA hL hq).deriv, div_left_inj' hS]
  generalize energy A s κ D q L = e
  generalize weight A s κ L = w at *
  constructor
  · intro h
    have h0 : w * (q * (e * (1 - 2 * s ^ 2 * waveNumber κ L ^ 2))) = 0 := by
      linear_combination -h
    rcases mul_eq_zero.mp ((mul_eq_zero.mp h0).resolve_left hw.ne') with h | h
    · exact Or.inl h
    · rcases mul_eq_zero.mp h with h | h
      · exact Or.inr (Or.inl h)
      · exact Or.inr (Or.inr (by linarith))
  · rintro (h | h | h)
    · linear_combination (-(e * w * (1 - 2 * s ^ 2 * waveNumber κ L ^ 2))) * h
    · linear_combination (-(q * w * (1 - 2 * s ^ 2 * waveNumber κ L ^ 2))) * h
    · linear_combination (e * q * w) * h
```

**Q:** With several waves the coefficients relax as L changes. Where does their response go?

**A:** Differentiate the eigenvalue equation:

tᵢ′cᵢ + tᵢcᵢ′ + D(βᵢ′b + βᵢb′) = e′(cᵢ + qβᵢb) + e(cᵢ′ + qβᵢ′b + qβᵢb′).

Multiply by cᵢ, subtract cᵢ′ times the original equation, and sum:

e′(∑ cᵢ² + qb²) = ∑ tᵢ′cᵢ² + (D − eq)(b ∑ βᵢ′cᵢ + b′b − b ∑ βᵢcᵢ′).

Since b′ = ∑ βᵢ′cᵢ + ∑ βᵢcᵢ′, the response cancels and the last bracket is 2b ∑ βᵢ′cᵢ. This is a Hellmann–Feynman formula for real coefficients and this one-projector form of H and S. In the proof, `h1` is the differentiated equation, `h0` the original, and `hs` their contraction.

```lean
/-- Hellmann–Feynman formula with a moving overlap: the derivative of the eigenvalue times `⟨c|S|c⟩`
is given without derivatives of the coefficients. -/
theorem hellmann_feynman_overlap {ι : Type*} [Fintype ι] {D q L e' : ℝ} {e : ℝ → ℝ}
    {t β c : ι → ℝ → ℝ} {t' β' c' : ι → ℝ}
    (ht : ∀ i, HasDerivAt (t i) (t' i) L) (hβ : ∀ i, HasDerivAt (β i) (β' i) L)
    (hc : ∀ i, HasDerivAt (c i) (c' i) L) (he : HasDerivAt e e' L)
    (hst : ∀ᶠ x in 𝓝 L, IsState D q (e x) (fun i => t i x) (fun i => β i x)
      (fun i => c i x)) :
    e' * (∑ i, c i L ^ 2 + q * projection (fun i => β i L) (fun i => c i L) ^ 2) =
      ∑ i, t' i * c i L ^ 2 + 2 * (D - e L * q) *
        projection (fun i => β i L) (fun i => c i L) * ∑ i, β' i * c i L := by
  have hb : HasDerivAt (fun x => projection (fun i => β i x) (fun i => c i x))
      (∑ i, (β' i * c i L + β i L * c' i)) L := by
    unfold projection
    exact HasDerivAt.fun_sum (fun i _ => (hβ i).fun_mul (hc i))
  -- differentiate each component of the eigenvalue equation
  have h1 := fun i => (((ht i).fun_mul (hc i)).fun_add
    (((hβ i).const_mul D).fun_mul hb)).unique
      ((he.fun_mul ((hc i).fun_add (((hβ i).const_mul q).fun_mul hb))).congr_of_eventuallyEq
        (hst.mono fun x hx => hx i))
  have h0 := hst.self_of_nhds
  unfold IsState at h0
  have hp : projection (fun i => β i L) (fun i => c i L) = ∑ i, β i L * c i L := rfl
  have hd : ∑ i, (β' i * c i L + β i L * c' i) =
      ∑ i, β' i * c i L + ∑ i, β i L * c' i := Finset.sum_add_distrib
  generalize projection (fun i => β i L) (fun i => c i L) = b at *
  generalize ∑ i, (β' i * c i L + β i L * c' i) = b' at *
  -- contract with the coefficients
  have hs : e' * (∑ i, c i L ^ 2 + q * b * ∑ i, β i L * c i L) =
      ∑ i, t' i * c i L ^ 2 + (D - e L * q) * (b * ∑ i, β' i * c i L +
        b' * ∑ i, β i L * c i L - b * ∑ i, β i L * c' i) := by
    simp only [Finset.mul_sum, ← Finset.sum_add_distrib, ← Finset.sum_sub_distrib]
    refine Finset.sum_congr rfl fun i _ => ?_
    linear_combination c' i * h0 i - c i L * h1 i
  rw [← hp, hd] at hs
  linear_combination hs
```

Now insert tᵢ′ = −kᵢ²/L and βᵢ′ = wᵢ′/(2βᵢ) = −(βᵢ/(2L))(1 − 2s²kᵢ²):

−e′ = [∑ kᵢ²cᵢ² + (D − eq)b ∑ (1 − 2s²kᵢ²)βᵢcᵢ]/(L(∑ cᵢ² + qb²)).

For a state normalized with the overlap, the denominator is just L. `hne` excludes the zero vector, which solves the equation for any e.

```lean
/-- The pressure of an eigenstate of any finite number of plane waves coupled by one
ultrasoft Gaussian projector, with coefficients that may change with the cell length. -/
theorem pressure_many_waves {ι : Type*} [Fintype ι] {A D q L e' : ℝ} (s : ℝ) (κ : ι → ℝ)
    {e : ℝ → ℝ} {c : ι → ℝ → ℝ} {c' : ι → ℝ} (hA : 0 < A) (hL : 0 < L) (hq : 0 ≤ q)
    (hc : ∀ i, HasDerivAt (c i) (c' i) L) (he : HasDerivAt e e' L)
    (hne : ∃ i, c i L ≠ 0)
    (hst : ∀ᶠ x in 𝓝 L, IsState D q (e x) (fun i => waveNumber (κ i) x ^ 2 / 2)
      (fun i => projector A s (κ i) x) (fun i => c i x)) :
    -e' = (∑ i, waveNumber (κ i) L ^ 2 * c i L ^ 2 + (D - e L * q) *
        projection (fun i => projector A s (κ i) L) (fun i => c i L) *
        ∑ i, (1 - 2 * s ^ 2 * waveNumber (κ i) L ^ 2) * projector A s (κ i) L * c i L) /
      (L * (∑ i, c i L ^ 2 +
        q * projection (fun i => projector A s (κ i) L) (fun i => c i L) ^ 2)) := by
  have hβ : ∀ i, HasDerivAt (fun x => projector A s (κ i) x)
      (-(projector A s (κ i) L / (2 * L)) *
        (1 - 2 * s ^ 2 * waveNumber (κ i) L ^ 2)) L := by
    intro i
    have hw := weight_pos s (κ i) hA hL
    have hr := Real.sqrt_pos.mpr hw
    refine ((hasDerivAt_weight A s (κ i) hL.ne').sqrt hw.ne').congr_deriv ?_
    rw [div_eq_iff (by positivity)]
    unfold projector
    linear_combination ((1 - 2 * s ^ 2 * waveNumber (κ i) L ^ 2) / L) *
      Real.mul_self_sqrt hw.le
  have h := hellmann_feynman_overlap
    (fun i => (hasDerivAt_waveNumber_sq (κ i) hL.ne').div_const 2) hβ hc he hst
  have hLL : L * L⁻¹ = 1 := mul_inv_cancel₀ hL.ne'
  have hk : L * ∑ i, -2 * waveNumber (κ i) L ^ 2 / L / 2 * c i L ^ 2 =
      -∑ i, waveNumber (κ i) L ^ 2 * c i L ^ 2 := by
    rw [Finset.mul_sum, ← Finset.sum_neg_distrib]
    refine Finset.sum_congr rfl fun i _ => ?_
    linear_combination (-(waveNumber (κ i) L ^ 2 * c i L ^ 2)) * hLL
  have hg : 2 * L * ∑ i, -(projector A s (κ i) L / (2 * L)) *
      (1 - 2 * s ^ 2 * waveNumber (κ i) L ^ 2) * c i L =
      -∑ i, (1 - 2 * s ^ 2 * waveNumber (κ i) L ^ 2) * projector A s (κ i) L * c i L := by
    rw [Finset.mul_sum, ← Finset.sum_neg_distrib]
    refine Finset.sum_congr rfl fun i _ => ?_
    linear_combination (-((1 - 2 * s ^ 2 * waveNumber (κ i) L ^ 2) *
      projector A s (κ i) L * c i L)) * hLL
  -- a nonzero coefficient makes the sum of squares positive
  have hn : 0 < ∑ i, c i L ^ 2 := by
    obtain ⟨j, hj⟩ := hne
    exact Finset.sum_pos' (fun i _ => sq_nonneg _) ⟨j, Finset.mem_univ j, by positivity⟩
  rw [eq_div_iff (by positivity)]
  linear_combination (-L) * h - hk - (D - e L * q) *
    projection (fun i => projector A s (κ i) L) (fun i => c i L) * hg
```

**Q:** Does the single wave satisfy that equation?

**A:** Yes, with c = 1 and eigenvalue `energy`; the normalized coefficient is 1/√(1 + qw). The check uses β² = w.

```lean
/-- One plane wave with coefficient `1` solves the generalized eigenvalue equation with
eigenvalue `energy`. -/
theorem isState_witness {A L q : ℝ} (s κ D : ℝ) (hA : 0 < A) (hL : 0 < L) (hq : 0 ≤ q) :
    IsState D q (energy A s κ D q L) (fun _ : Unit => waveNumber κ L ^ 2 / 2)
      (fun _ => projector A s κ L) (fun _ => 1) := by
  have hw := weight_pos s κ hA hL
  have hS : 1 + q * weight A s κ L ≠ 0 := by positivity
  have hsq : projector A s κ L * projector A s κ L = weight A s κ L :=
    Real.mul_self_sqrt hw.le
  have he : energy A s κ D q L * (1 + q * weight A s κ L) =
      waveNumber κ L ^ 2 / 2 + D * weight A s κ L := div_mul_cancel₀ _ hS
  intro i
  simp only [projection, Finset.univ_unique, Finset.sum_singleton, mul_one]
  linear_combination (D - energy A s κ D q L * q) * hsq - he

end

end UltrasoftStress
```

```lean
#print axioms UltrasoftStress.pressure_without_overlap_iff
#print axioms UltrasoftStress.pressure_many_waves
```

```
'UltrasoftStress.pressure_without_overlap_iff' depends on axioms: [propext, Classical.choice, Quot.sound]
'UltrasoftStress.pressure_many_waves' depends on axioms: [propext, Classical.choice, Quot.sound]
```

**Q:** What is still missing from a real stress calculation?

**A:** This is the pressure of one eigenvalue in one dimension, with a fixed finite set of waves and constant A, s, D and q. There is no local potential, self-consistent or fixed, and no density term or ion–ion energy. For several waves, differentiable e and cᵢ solving the equation near L are assumed, not derived.

**Q:** So what would I recognise in a code?

**A:** In a plane-wave ultrasoft code that works with band eigenstates, the nonlocal stress can be computed by combining, for each band, D − εq with projections and their strain derivatives; this model shows that combination for a single projector and a single length.
